# No $J = 1/2$ level for three equivalent electrons in one $j$ shell

## The shell $j = 5/2$

Label the six orbitals $i = 0, \dots, 5$, with projection $m = i - 5/2$. A Slater determinant of three electrons is a triple $a < b < c$, with total projection $M = a + b + c - 15/2$. The determinants with $M = 1/2$ pair off with those of $M = 3/2$:
$$(1,3,4) \to (1,3,5), \qquad (0,3,5) \to (2,3,4), \qquad (1,2,5) \to (0,4,5).$$
The first move lifts the top electron by one orbital. In the other two it already occupies the highest orbital, and the partner has its two upper electrons adjacent. A level with $J = 1/2$ would add a state at $M = 1/2$ and none at $M = 3/2$, while every higher level adds one state to each, so equal counts exclude it. This uses that the space spanned by the determinants splits into complete multiplets; a single determinant need not have a definite $J$.

## Counting levels from projections

Let $n = 2j$, with orbitals $i = 0, \dots, n$ and $2m = 2i - n$. A determinant with index sum $s$ has $2M = 2s - 3n$. Let $N(M)$ count determinants of projection $M$. A multiplet $J'$ has one state at each of $-J', -J'+1, \dots, J'$. For $J \ge 0$ its contribution to $N(J) - N(J+1)$ is $1 - 0$ if $J' = J$, $1 - 1$ if $J' - J$ is a positive integer, and $0 - 0$ otherwise. Hence
$$N(J) = N(J+1) + (\text{number of levels with angular momentum } J).$$

## The pairing for $n = 2k + 1$

Here $M = 1/2$ means $s = 3k+2 = (3n+1)/2$, and $M = 3/2$ means $s = 3k+3 = (3n+3)/2$. For $k = 0$ there are two orbitals and both sets are empty, so take $k \ge 1$.

If $c < n$, send $(a,b,c)$ to $(a,b,c+1)$. The images are exactly the triples $(a',b',c')$ of sum $3k+3$ with $c' > b'+1$, and lowering $c'$ undoes the move.

If $c = n$, then $b = k+1-a$, and $a < b$ gives $0 \le 2a \le k$, while $b \le k+1 < n$ holds already. The triples of sum $3k+3$ not yet reached have $c' = b'+1$. Writing $b' = k+1+a$ forces $a' = k-2a$. Now $a' \ge 0$ gives $2a \le k$, $a' < b'$ gives $a \ge 0$, and $c' = k+2+a \le n$ follows. Both leftover sets are labelled by the same range of $a$, so
$$(a,\,k+1-a,\,n) \mapsto (k-2a,\,k+1+a,\,k+2+a)$$
is a bijection, inverted by $a = b'-k-1$, $b = 2k+2-b'$. Thus $N(1/2) = N(3/2)$, and $J = 1/2$ has multiplicity zero. For $j = 3/2$ only this second move occurs: $(0,2,3) \to (1,2,3)$.

In electronic structure this limits the levels of a $jj$-coupled configuration such as $(f_{7/2})^3$, for three electrons confined to one $j$ shell. Configurations spread over several $j$ shells are not covered and can have $J = 1/2$: in $f_{5/2}\,(f_{7/2})^2$ it arises when the $f_{7/2}$ pair has angular momentum 2.

## The objects in Lean

`determinants n` is the set of 3-element subsets of $\{0,\dots,n\}$, which builds in the Pauli principle, and `withSum n s` keeps those of index sum $s$. Angular momenta are doubled to stay integral: `twoM n S` is $2M$, `weights n` is the multiset of all $2M$ values, and the argument `J` of `multiplet J` is twice the physical angular momentum. `IsLevelScheme n L` says that the multiplets listed in `L`, a multiset of $2J$ values, pool to exactly `weights n`.

`card_half_eq_card_three_halves` is the equality of counts for odd $n$. `no_total_half` concludes `1 ∉ L` for any level scheme and any $n$; even $n$, integer $j$, does not describe electrons and falls to parity, since every $2M$ is then even. No operators or state vectors appear. That the antisymmetric states split into multiplets is the physical content of the hypothesis `IsLevelScheme n L`, taken from angular momentum theory and not derived. A scheme is exhibited only for $j = 7/2$: `isLevelScheme_witness` lists $2J = 3, 5, 7, 9, 11, 15$, with $4+6+8+10+12+16 = 56 = \binom{8}{3}$ states.

```lean
import Mathlib

open Finset

namespace ThreeElectronForbiddenHalf

/-- Slater determinants of three equivalent electrons with `2j = n`: the 3-element subsets
of the orbitals `0, …, n`, where orbital `i` has projection `m = i - j`. -/
def determinants (n : ℕ) : Finset (Finset ℕ) := powersetCard 3 (range (n + 1))

/-- The determinants whose orbital indices add up to `s`. -/
def withSum (n s : ℕ) : Finset (Finset ℕ) :=
  (determinants n).filter (fun S => ∑ i ∈ S, i = s)

/-- Twice the total projection `M` of a determinant, the sum of `2m = 2i - n`. -/
def twoM (n : ℕ) (S : Finset ℕ) : ℤ := ∑ i ∈ S, (2 * (i : ℤ) - n)

/-- The values of `2M` of all three-electron determinants, with multiplicity. -/
def weights (n : ℕ) : Multiset ℤ := (determinants n).val.map (twoM n)

/-- The values `2M = -J, -J + 2, …, J` of a multiplet of total angular momentum `J / 2`. -/
def multiplet (J : ℕ) : Multiset ℤ :=
  (Multiset.range (J + 1)).map (fun i : ℕ => 2 * (i : ℤ) - J)

/-- `L`, a multiset of values of `2J`, is a level scheme of `j³` when the projections of its
multiplets together are exactly the projections of the determinants. -/
def IsLevelScheme (n : ℕ) (L : Multiset ℕ) : Prop := weights n = L.bind multiplet

/-- Increasing triples of orbitals in `0, …, n` with index sum `s`. -/
def triples (n s : ℕ) : Finset (ℕ × ℕ × ℕ) :=
  (range (n + 1) ×ˢ range (n + 1) ×ˢ range (n + 1)).filter
    (fun p => p.1 < p.2.1 ∧ p.2.1 < p.2.2 ∧ p.1 + p.2.1 + p.2.2 = s)

/-- For `n = 2k + 1`: move the top electron up one orbital; if it is already in orbital `n`,
go to the triple `(k - 2a, k + 1 + a, k + 2 + a)`. -/
def raise (k : ℕ) : ℕ × ℕ × ℕ → ℕ × ℕ × ℕ
  | (a, b, c) => if c < 2 * k + 1 then (a, b, c + 1) else (k - 2 * a, k + 1 + a, k + 2 + a)

/-- For `n = 2k + 1`: move the top electron down one orbital; if that orbital is occupied,
go to the triple `(b - k - 1, 2k + 2 - b, 2k + 1)`. -/
def lower (k : ℕ) : ℕ × ℕ × ℕ → ℕ × ℕ × ℕ
  | (a, b, c) => if b + 1 < c then (a, b, c - 1) else (b - k - 1, 2 * k + 2 - b, 2 * k + 1)

/-- A triple is counted exactly when `a < b < c ≤ n` and `a + b + c = s`. -/
theorem mem_triples {n s a b c : ℕ} :
    (a, b, c) ∈ triples n s ↔ a < b ∧ b < c ∧ c ≤ n ∧ a + b + c = s := by
  simp only [triples, mem_filter, mem_product, mem_range]
  omega

/-- Determinants with index sum `s` are as many as increasing triples with sum `s`. -/
theorem card_withSum (n s : ℕ) : (withSum n s).card = (triples n s).card := by
  have hsum : ∀ a b c : ℕ, a < b → b < c →
      ∑ i ∈ ({a, b, c} : Finset ℕ), i = a + b + c := by
    intro a b c hab hbc
    have h1 : a ∉ ({b, c} : Finset ℕ) := by
      simp only [mem_insert, mem_singleton]; omega
    have h2 : b ≠ c := by omega
    rw [sum_insert h1, sum_pair h2, add_assoc]
  -- three distinct orbitals can be listed in increasing order
  have hsort : ∀ S : Finset ℕ, S.card = 3 →
      ∃ a b c : ℕ, a < b ∧ b < c ∧ S = {a, b, c} := by
    intro S hS
    obtain ⟨x, y, z, hxy, hxz, hyz, rfl⟩ := card_eq_three.1 hS
    rcases lt_or_gt_of_ne hxy with h1 | h1 <;> rcases lt_or_gt_of_ne hxz with h2 | h2 <;>
      rcases lt_or_gt_of_ne hyz with h3 | h3
    all_goals first
      | (exfalso; omega)
      | exact ⟨x, y, z, by omega, by omega, rfl⟩
      | exact ⟨x, z, y, by omega, by omega,
          by ext w; simp only [mem_insert, mem_singleton]; tauto⟩
      | exact ⟨y, x, z, by omega, by omega,
          by ext w; simp only [mem_insert, mem_singleton]; tauto⟩
      | exact ⟨y, z, x, by omega, by omega,
          by ext w; simp only [mem_insert, mem_singleton]; tauto⟩
      | exact ⟨z, x, y, by omega, by omega,
          by ext w; simp only [mem_insert, mem_singleton]; tauto⟩
      | exact ⟨z, y, x, by omega, by omega,
          by ext w; simp only [mem_insert, mem_singleton]; tauto⟩
  symm
  refine card_bij (fun p _ => ({p.1, p.2.1, p.2.2} : Finset ℕ)) ?_ ?_ ?_
  · rintro ⟨a, b, c⟩ h
    rw [mem_triples] at h
    show ({a, b, c} : Finset ℕ) ∈ withSum n s
    rw [withSum, determinants, mem_filter, mem_powersetCard]
    refine ⟨⟨?_, card_eq_three.2 ⟨a, b, c, by omega, by omega, by omega, rfl⟩⟩, ?_⟩
    · intro x hx
      simp only [mem_insert, mem_singleton] at hx
      rw [mem_range]; omega
    · exact (hsum a b c h.1 h.2.1).trans h.2.2.2
  · rintro ⟨a, b, c⟩ h ⟨a', b', c'⟩ h' he
    rw [mem_triples] at h h'
    have he' : ({a, b, c} : Finset ℕ) = {a', b', c'} := he
    have key : ∀ x, (x = a ∨ x = b ∨ x = c) ↔ (x = a' ∨ x = b' ∨ x = c') := fun x => by
      simpa only [mem_insert, mem_singleton] using Finset.ext_iff.1 he' x
    have ha := (key a).1 (Or.inl rfl)
    have hb := (key b).1 (Or.inr (Or.inl rfl))
    have hc := (key c).1 (Or.inr (Or.inr rfl))
    simp only [Prod.mk.injEq]
    omega
  · intro S hS
    rw [withSum, determinants, mem_filter, mem_powersetCard] at hS
    obtain ⟨⟨hsub, hcard⟩, hs⟩ := hS
    obtain ⟨a, b, c, hab, hbc, rfl⟩ := hsort S hcard
    have hc : c < n + 1 := mem_range.1 (hsub (by simp))
    have hs' : a + b + c = s := (hsum a b c hab hbc).symm.trans hs
    exact ⟨(a, b, c), mem_triples.2 ⟨hab, hbc, by omega, hs'⟩, rfl⟩

/-- For odd `n = 2j`, the 3-element subsets of `{0, …, n}` with sum `(3n + 1) / 2` are as
many as those with sum `(3n + 3) / 2`. -/
theorem card_half_eq_card_three_halves (n : ℕ) (hn : Odd n) :
    (withSum n ((3 * n + 1) / 2)).card = (withSum n ((3 * n + 3) / 2)).card := by
  obtain ⟨k, rfl⟩ := hn
  have e1 : (3 * (2 * k + 1) + 1) / 2 = 3 * k + 2 := by omega
  have e2 : (3 * (2 * k + 1) + 3) / 2 = 3 * k + 3 := by omega
  rw [e1, e2, card_withSum, card_withSum]
  -- `raise` and `lower` map the two sets into each other
  have h1 : ∀ p ∈ triples (2 * k + 1) (3 * k + 2),
      raise k p ∈ triples (2 * k + 1) (3 * k + 3) := by
    rintro ⟨a, b, c⟩ h
    rw [mem_triples] at h
    rw [raise]
    split_ifs <;> rw [mem_triples] <;> omega
  have h2 : ∀ p ∈ triples (2 * k + 1) (3 * k + 3),
      lower k p ∈ triples (2 * k + 1) (3 * k + 2) := by
    rintro ⟨a, b, c⟩ h
    rw [mem_triples] at h
    rw [lower]
    split_ifs <;> rw [mem_triples] <;> omega
  -- and they are mutually inverse there
  have h3 : ∀ p ∈ triples (2 * k + 1) (3 * k + 2), lower k (raise k p) = p := by
    rintro ⟨a, b, c⟩ h
    rw [mem_triples] at h
    rw [raise]
    split_ifs <;> rw [lower] <;> split_ifs <;>
      simp only [Prod.mk.injEq, true_and] <;> omega
  have h4 : ∀ p ∈ triples (2 * k + 1) (3 * k + 3), raise k (lower k p) = p := by
    rintro ⟨a, b, c⟩ h
    rw [mem_triples] at h
    rw [lower]
    split_ifs <;> rw [raise] <;> split_ifs <;>
      simp only [Prod.mk.injEq, true_and] <;> omega
  exact card_bij' (fun p _ => raise k p) (fun p _ => lower k p) (fun p hp => h1 p hp)
    (fun p hp => h2 p hp) (fun p hp => h3 p hp) (fun p hp => h4 p hp)

/-- A three-electron determinant has `2M = 2 (index sum) - 3n`. -/
theorem twoM_eq {n : ℕ} {S : Finset ℕ} (hS : S ∈ determinants n) :
    twoM n S = 2 * ((∑ i ∈ S, i : ℕ) : ℤ) - 3 * n := by
  have hc : S.card = 3 := (mem_powersetCard.1 hS).2
  unfold twoM
  rw [sum_sub_distrib, sum_const, hc, ← mul_sum]
  simp

/-- The number of states with `2M = 2s - 3n` is the number of determinants of index sum `s`. -/
theorem count_weights (n s : ℕ) (T : ℤ) (hT : T = 2 * (s : ℤ) - 3 * n) :
    (weights n).count T = (withSum n s).card := by
  rw [weights, Multiset.count_map, withSum, Finset.card_def, Finset.filter_val]
  refine congrArg Multiset.card (Multiset.filter_congr ?_)
  intro S hS
  show T = twoM n S ↔ ∑ i ∈ S, i = s
  rw [twoM_eq (n := n) (S := S) hS]
  generalize ∑ i ∈ S, i = t
  omega

/-- A multiplet contains `2M = T` once if `|T| ≤ J` with the parity of `J`, and otherwise
not at all. -/
theorem count_multiplet (J : ℕ) (T : ℤ) : (multiplet J).count T =
    if -(J : ℤ) ≤ T ∧ T ≤ J ∧ (T + J) % 2 = 0 then 1 else 0 := by
  have hinj : Function.Injective (fun i : ℕ => 2 * (i : ℤ) - J) := by
    intro x y h
    have h' : 2 * (x : ℤ) - J = 2 * (y : ℤ) - J := h
    omega
  have hnd : (multiplet J).Nodup := Multiset.Nodup.map hinj (Multiset.nodup_range _)
  split_ifs with h
  · apply Multiset.count_eq_one_of_mem hnd
    simp only [multiplet, Multiset.mem_map, Multiset.mem_range]
    exact ⟨((T + J) / 2).toNat, by omega, by omega⟩
  · apply Multiset.count_eq_zero.mpr
    simp only [multiplet, Multiset.mem_map, Multiset.mem_range]
    rintro ⟨i, hi, he⟩
    omega

/-- In a level scheme, the number of states with `2M = T` exceeds the number with
`2M = T + 2` by the multiplicity of the level `2J = T`. -/
theorem level_multiplicity {n : ℕ} {L : Multiset ℕ} (h : IsLevelScheme n L) (T : ℕ) :
    (weights n).count (T : ℤ) = (weights n).count ((T : ℤ) + 2) + L.count T := by
  have h' : weights n = L.bind multiplet := h
  rw [h']
  clear h h'
  induction L using Multiset.induction_on with
  | empty => simp
  | cons J L ih =>
    simp only [Multiset.cons_bind, Multiset.count_add, Multiset.count_cons,
      count_multiplet, ih]
    split_ifs <;> omega

/-- For every `j = n / 2`, no level scheme of three equivalent electrons contains
`J = 1/2`. -/
theorem no_total_half {n : ℕ} {L : Multiset ℕ} (h : IsLevelScheme n L) : 1 ∉ L := by
  have hm := level_multiplicity h 1
  apply Multiset.count_eq_zero.mp
  rcases Nat.even_or_odd n with ⟨k, hk⟩ | hn
  · -- integer j: every 2M is even
    have h0 : (weights n).count ((1 : ℕ) : ℤ) = 0 := by
      apply Multiset.count_eq_zero.mpr
      rw [weights, Multiset.mem_map]
      rintro ⟨S, hS, he⟩
      rw [twoM_eq (n := n) (S := S) hS] at he
      generalize ∑ i ∈ S, i = t at he
      omega
    omega
  · -- half-integer j: N(1/2) = N(3/2)
    have hc := card_half_eq_card_three_halves n hn
    obtain ⟨k, hk⟩ := hn
    have c1 := count_weights n ((3 * n + 1) / 2) ((1 : ℕ) : ℤ) (by omega)
    have c3 := count_weights n ((3 * n + 3) / 2) (((1 : ℕ) : ℤ) + 2) (by omega)
    rw [c1, c3, hc] at hm
    omega

/-- For `j = 7/2` the levels `2J = 3, 5, 7, 9, 11, 15` form a level scheme. -/
theorem isLevelScheme_witness : IsLevelScheme 7 {3, 5, 7, 9, 11, 15} := by
  unfold IsLevelScheme
  decide +kernel

end ThreeElectronForbiddenHalf
```
```lean
#print axioms ThreeElectronForbiddenHalf.no_total_half
-- 'ThreeElectronForbiddenHalf.no_total_half' depends on axioms: [propext, Classical.choice, Quot.sound]
```

## From subsets to triples and the two moves

`mem_triples` unpacks membership into $a < b < c \le n$ with $a+b+c = s$. `card_withSum` shows that $(a,b,c) \mapsto \{a,b,c\}$ is a bijection, with `hsort` putting three distinct orbitals in increasing order. `raise` and `lower` are the pairing and its inverse. In `card_half_eq_card_three_halves`, `h1` and `h2` show that each map lands in the other set, and `h3` and `h4` that they undo each other. Each time `split_ifs` separates the two moves and `omega` settles the inequalities found above, including $k = 0$. Subtractions such as `k - 2 * a` truncate at zero on natural numbers, but for triples in these sets each difference is non-negative in the branch where it is evaluated: $2a \le k$ when $c = n$, and $k+1 \le b \le 2k+2$ when $c = b+1$.

## From counts to the missing level

`twoM_eq` is $2M = 2s - 3n$, and `count_weights` turns it into $N(M)$ as the size of `withSum n s`. `count_multiplet` gives the one-or-zero contribution of a multiplet: its projections are distinct, and the occupied index is `(T + J) / 2`. `level_multiplicity` adds multiplets one at a time by induction on `L`, and its final case split reproduces the three contributions listed earlier. `no_total_half` applies it at $2J = 1$. For even $n$ the count at $2M = 1$ vanishes, and for odd $n$ the counts at $2M = 1$ and $2M = 3$ cancel, so the multiplicity is zero either way. The $j = 7/2$ scheme is confirmed by `decide +kernel`, which compares the two multisets of 56 projections directly.
